# On a quadratic surface with Hessian eigenvalues |μ| ≥ m > 0, the energy error is at most ‖∇E‖²/(2m)

## Stopping an optimisation at a force threshold

When I compute a reaction barrier, I optimise the reactant minimum and the saddle point, stop each run once the force is below a threshold, and subtract the two energies. Neither geometry is exactly stationary, and I accept this because the energy error should be second order in the leftover force. Take the surface to be exactly quadratic, E(x) = E₀ + ½⟨x − x₀, H(x − x₀)⟩, with x₀ the stationary geometry, E₀ its energy and H a symmetric Hessian whose eigenvalues all have absolute value at least m > 0. My claim is that |E(x) − E₀| ≤ ‖∇E(x)‖²/(2m) at every geometry x, at a saddle as well as at a minimum, and that the bound is reached away from x₀ if m or −m is an eigenvalue. I would like to see this derived rigorously and machine-checked in Lean, together with what it gives for the barrier.

## The bound, mode by mode

The claim holds for the quadratic model, and the eigenvalue condition for reaching the bound at some x ≠ x₀ is necessary as well as sufficient. The constant m is a lower bound on the magnitude of the curvature along every normal mode, so it is limited by the softest mode, whether that mode curves up or down.

Write y = x − x₀. For a direction v the product rule gives the derivative of E along v, and symmetry of H merges its two terms:

dE(v) = ½(⟨y, Hv⟩ + ⟨v, Hy⟩) = ⟨Hy, v⟩

Hence ∇E(x) = Hy, and the residual force is −Hy.

Let n be the number of coordinates and b₀, …, bₙ₋₁ an orthonormal basis of eigenvectors, H bᵢ = μᵢ bᵢ with |μᵢ| ≥ m. Put cᵢ = ⟨bᵢ, y⟩. Symmetry gives ⟨bᵢ, Hy⟩ = ⟨H bᵢ, y⟩ = μᵢ cᵢ, and Parseval's identity applied to y and to Hy gives

m²‖y‖² = Σᵢ m² cᵢ² ≤ Σᵢ μᵢ² cᵢ² = ‖Hy‖²

Taking square roots, m‖y‖ ≤ ‖Hy‖, which bounds the error in the geometry:

‖x − x₀‖ ≤ ‖∇E(x)‖/m

The energy error is |E(x) − E₀| = ½|⟨y, Hy⟩|. The Cauchy–Schwarz inequality followed by the estimate just obtained gives

m|⟨y, Hy⟩| ≤ m‖y‖‖Hy‖ ≤ ‖Hy‖²

and division by 2m yields

|E(x) − E₀| ≤ ‖∇E(x)‖²/(2m)

The signs of the μᵢ have not entered, so minima, maxima and saddles of any index are treated alike.

Now suppose equality at x, that is m|⟨y, Hy⟩| = ‖Hy‖². Choose t = m if ⟨y, Hy⟩ ≥ 0 and t = −m otherwise, so that t⟨y, Hy⟩ = ‖Hy‖². Then

‖Hy − ty‖² = ‖Hy‖² − 2t⟨y, Hy⟩ + t²‖y‖² = m²‖y‖² − ‖Hy‖² ≤ 0

which forces Hy = ty. Conversely, if Hy = ty with |t| = m, then m|⟨y, Hy⟩| = m²‖y‖² = ‖Hy‖². Equality at x therefore means Hy = my or Hy = −my. This holds trivially at x = x₀, and at some other x exactly when m or −m is an eigenvalue.

For the barrier take two such models, labelled k = 1, 2, written Ẽₖ, with stationary energies Eₖ and curvature bounds mₖ. Let the runs stop at geometries yₖ (geometries here, not displacements) with ‖∇Ẽₖ(yₖ)‖ ≤ fₖ. Each error Ẽₖ(yₖ) − Eₖ lies within ±fₖ²/(2mₖ), so their difference obeys

|(Ẽ₂(y₂) − Ẽ₁(y₁)) − (E₂ − E₁)| ≤ f₁²/(2m₁) + f₂²/(2m₂)

This converts force thresholds into an energy tolerance: halving both thresholds quarters the bound, and a soft mode loosens it. A real Born–Oppenheimer surface is only approximately quadratic around a stationary geometry. There the tolerance is an estimate for runs that stop close to that geometry, and cubic terms can push the error slightly above it.

## How the Lean objects carry the physics

`V` is a finite-dimensional real inner-product space of nuclear coordinates. Its inner product `⟪·, ·⟫_ℝ` fixes at once the norm of displacements, the meaning of the gradient and the eigenvalues of H, so Cartesian and mass-weighted coordinates are both allowed, provided m and the force norm refer to the same choice. The norm is the Euclidean length of the whole gradient vector, not its largest component or root mean square; a threshold on every one of n orthonormal components has to be multiplied by √n to serve as fₖ.

The Hessian is a linear map `H : V →ₗ[ℝ] V`, and `H.IsSymmetric` says ⟨Hu, v⟩ = ⟨u, Hv⟩ for all u and v, as holds for the second derivative of a smooth energy. `energy E₀ x₀ H` is the function E. `SpectralGap H m` says that every real μ with `HasEigenvalue H μ` satisfies `m ≤ |μ|`; m may be any such positive lower bound and need not equal the smallest |μᵢ|. The force is not inserted by definition as Hy: the statements use Mathlib's `gradient` of the energy function. That operation returns zero at points of non-differentiability, and `hasGradientAt_energy` shows that E has none.

Read in words, `displacement_le` and `energy_error_le` are the geometry and energy bounds at every x. `energy_error_eq_iff` says that equality at x holds if and only if `H (x - x₀) = m • (x - x₀)` or the same with `(-m)`. `exists_energy_error_eq_iff` says that some x ≠ x₀ reaches the bound if and only if `HasEigenvalue H m ∨ HasEigenvalue H (-m)`. `barrier_error_le` is the two-point estimate, with both models on the same `V` and no assumption about which is the minimum; it is an inequality only, with no equality case. `saddleHessian_witness` exhibits diag(−1, 2) on ℝ² as symmetric, with gap 1 and eigenvalue −1.

The quadratic form is postulated for all x, with no cubic or higher terms, and energies and gradients are exact, without numerical noise. The gap is assumed, not derived. A free molecule in full Cartesian coordinates has zero modes from translation and rotation and admits no m > 0, so `V` has to be read as coordinates from which these are removed. The rotational directions depend on the geometry, so the reactant and the saddle point may need different spaces; `energy_error_le` then applies on each space separately, and the two bounds add as before. The comments on componentwise thresholds, zero modes and real surfaces are interpretation, and the Lean code contains no theorem about them.

```lean
import Mathlib

open scoped InnerProductSpace
open Module.End

namespace ResidualForceError

noncomputable section

variable {V : Type*} [NormedAddCommGroup V] [InnerProductSpace ℝ V]

/-- Quadratic model of the potential energy surface around the geometry `x₀`, with reference energy
`E₀` and linear map `H`, which is the Hessian of this function when `H` is symmetric. -/
def energy (E₀ : ℝ) (x₀ : V) (H : V →ₗ[ℝ] V) (x : V) : ℝ :=
  E₀ + (1 / 2) * ⟪x - x₀, H (x - x₀)⟫_ℝ

/-- Every eigenvalue of the Hessian `H` has absolute value at least `m`. -/
def SpectralGap (H : V →ₗ[ℝ] V) (m : ℝ) : Prop :=
  ∀ μ : ℝ, HasEigenvalue H μ → m ≤ |μ|

/-- The energy error of the quadratic model is half the absolute value of the Hessian
quadratic form of the displacement. -/
theorem abs_energy_sub (E₀ : ℝ) (x₀ : V) (H : V →ₗ[ℝ] V) (x : V) :
    |energy E₀ x₀ H x - E₀| = (1 / 2) * |⟪x - x₀, H (x - x₀)⟫_ℝ| := by
  unfold energy
  rw [add_sub_cancel_left, abs_mul, abs_of_pos (by norm_num : (0 : ℝ) < 1 / 2)]

/-- A symmetric Hessian whose eigenvalues have absolute value at least `m` stretches every
displacement by at least the factor `m`. -/
theorem mul_norm_le_norm_apply [FiniteDimensional ℝ V] {H : V →ₗ[ℝ] V} (hH : H.IsSymmetric)
    {m : ℝ} (hm : 0 ≤ m) (hgap : SpectralGap H m) (y : V) : m * ‖y‖ ≤ ‖H y‖ := by
  -- orthonormal basis of normal modes
  obtain ⟨b, hb⟩ : ∃ b : OrthonormalBasis (Fin (Module.finrank ℝ V)) ℝ V,
      ∀ i, ∃ μ : ℝ, H (b i) = μ • b i ∧ m ≤ |μ| :=
    ⟨hH.eigenvectorBasis rfl, fun i =>
      ⟨_, hH.apply_eigenvectorBasis rfl i, hgap _ (hH.hasEigenvalue_eigenvalues rfl i)⟩⟩
  have parseval : ∀ z : V, ‖z‖ ^ 2 = ∑ i, ⟪b i, z⟫_ℝ ^ 2 := by
    intro z
    rw [← real_inner_self_eq_norm_sq, ← b.sum_inner_mul_inner z z]
    refine Finset.sum_congr rfl fun i _ => ?_
    rw [real_inner_comm (b i) z, sq]
  -- compare mode by mode
  have hsq : (m * ‖y‖) ^ 2 ≤ ‖H y‖ ^ 2 := by
    rw [mul_pow, parseval y, parseval (H y), Finset.mul_sum]
    refine Finset.sum_le_sum fun i _ => ?_
    obtain ⟨μ, hμ, hle⟩ := hb i
    have h2 := pow_le_pow_left₀ hm hle 2
    rw [sq_abs] at h2
    rw [← hH (b i) y, hμ, real_inner_smul_left, mul_pow]
    exact mul_le_mul_of_nonneg_right h2 (sq_nonneg _)
  exact (abs_le_of_sq_le_sq' hsq (norm_nonneg _)).2

variable [FiniteDimensional ℝ V] [CompleteSpace V]

/-- For a symmetric Hessian the gradient of the quadratic energy at `x` is `H (x - x₀)`. -/
theorem hasGradientAt_energy (E₀ : ℝ) (x₀ : V) {H : V →ₗ[ℝ] V} (hH : H.IsSymmetric) (x : V) :
    HasGradientAt (energy E₀ x₀ H) (H (x - x₀)) x := by
  have h1 : HasFDerivAt (fun y : V => y - x₀) (ContinuousLinearMap.id ℝ V) x :=
    (hasFDerivAt_id x).sub_const x₀
  have h2' := ((LinearMap.toContinuousLinearMap H).hasFDerivAt (x := x - x₀)).comp x h1
  have h2 : HasFDerivAt (fun y : V => H (y - x₀))
      ((LinearMap.toContinuousLinearMap H).comp (ContinuousLinearMap.id ℝ V)) x := h2'
  have h3 := ((h1.inner ℝ h2).const_mul (1 / 2 : ℝ)).const_add E₀
  rw [hasGradientAt_iff_hasFDerivAt]
  refine HasFDerivAt.congr_fderiv h3 ?_
  ext v
  -- the two terms of the product rule agree by symmetry of `H`
  have key : (1 / 2 : ℝ) * (⟪x - x₀, H v⟫_ℝ + ⟪v, H (x - x₀)⟫_ℝ) = ⟪H (x - x₀), v⟫_ℝ := by
    linarith [hH (x - x₀) v, real_inner_comm v (H (x - x₀))]
  exact key

/-- For a symmetric Hessian whose eigenvalues have absolute value at least `m > 0`, the distance
from `x₀` is at most the norm of the gradient divided by `m`. -/
theorem displacement_le (E₀ : ℝ) (x₀ : V) {H : V →ₗ[ℝ] V} (hH : H.IsSymmetric)
    {m : ℝ} (hm : 0 < m) (hgap : SpectralGap H m) (x : V) :
    ‖x - x₀‖ ≤ ‖gradient (energy E₀ x₀ H) x‖ / m := by
  rw [(hasGradientAt_energy E₀ x₀ hH x).gradient, le_div_iff₀ hm, mul_comm]
  exact mul_norm_le_norm_apply hH hm.le hgap _

/-- If all Hessian eigenvalues have absolute value at least `m > 0`, the energy error at any
geometry is at most the squared norm of the residual gradient divided by `2 m`. -/
theorem energy_error_le (E₀ : ℝ) (x₀ : V) {H : V →ₗ[ℝ] V} (hH : H.IsSymmetric)
    {m : ℝ} (hm : 0 < m) (hgap : SpectralGap H m) (x : V) :
    |energy E₀ x₀ H x - E₀| ≤ ‖gradient (energy E₀ x₀ H) x‖ ^ 2 / (2 * m) := by
  rw [(hasGradientAt_energy E₀ x₀ hH x).gradient, abs_energy_sub,
    le_div_iff₀ (by positivity)]
  generalize x - x₀ = y
  -- Cauchy-Schwarz, then `m ‖y‖ ≤ ‖H y‖`
  have h1 := mul_le_mul_of_nonneg_left (abs_real_inner_le_norm y (H y)) hm.le
  have h2 := mul_le_mul_of_nonneg_right (mul_norm_le_norm_apply hH hm.le hgap y)
    (norm_nonneg (H y))
  nlinarith [h1, h2]

/-- For a symmetric Hessian whose eigenvalues have absolute value at least `m > 0`, the bound of
`energy_error_le` is attained at `x` exactly when the Hessian multiplies the displacement `x - x₀`
by `m` or by `-m`. -/
theorem energy_error_eq_iff (E₀ : ℝ) (x₀ : V) {H : V →ₗ[ℝ] V} (hH : H.IsSymmetric)
    {m : ℝ} (hm : 0 < m) (hgap : SpectralGap H m) (x : V) :
    |energy E₀ x₀ H x - E₀| = ‖gradient (energy E₀ x₀ H) x‖ ^ 2 / (2 * m) ↔
      H (x - x₀) = m • (x - x₀) ∨ H (x - x₀) = (-m) • (x - x₀) := by
  rw [(hasGradientAt_energy E₀ x₀ hH x).gradient, abs_energy_sub,
    eq_div_iff (by positivity)]
  generalize x - x₀ = y
  constructor
  · intro e
    have hsq := pow_le_pow_left₀ (by positivity) (mul_norm_le_norm_apply hH hm.le hgap y) 2
    have expand : ∀ t : ℝ, ‖H y - t • y‖ ^ 2 =
        ‖H y‖ ^ 2 - 2 * (t * ⟪y, H y⟫_ℝ) + t ^ 2 * ‖y‖ ^ 2 := by
      intro t
      rw [norm_sub_sq_real, real_inner_smul_right, norm_smul, mul_pow, Real.norm_eq_abs,
        sq_abs, real_inner_comm y (H y)]
    have zero : ∀ t : ℝ, ‖H y - t • y‖ ^ 2 ≤ 0 → H y = t • y := fun t h =>
      sub_eq_zero.1 (norm_eq_zero.1
        ((pow_eq_zero_iff two_ne_zero).1 (le_antisymm h (sq_nonneg _))))
    -- the residual `‖H y ∓ m y‖²` equals `m² ‖y‖² - ‖H y‖² ≤ 0`
    rcases le_total 0 ⟪y, H y⟫_ℝ with hs | hs
    · rw [abs_of_nonneg hs] at e
      exact Or.inl (zero m (by rw [expand]; nlinarith [e, hsq]))
    · rw [abs_of_nonpos hs] at e
      exact Or.inr (zero (-m) (by rw [expand]; nlinarith [e, hsq]))
  · have aux : ∀ t : ℝ, |t| = m → H y = t • y →
        1 / 2 * |⟪y, H y⟫_ℝ| * (2 * m) = ‖H y‖ ^ 2 := by
      intro t ht h
      rw [h, real_inner_smul_right, real_inner_self_eq_norm_sq, norm_smul, abs_mul,
        Real.norm_eq_abs, abs_of_nonneg (sq_nonneg ‖y‖), ht]
      ring
    rintro (h | h)
    · exact aux m (abs_of_pos hm) h
    · exact aux (-m) (by rw [abs_neg, abs_of_pos hm]) h

/-- For a symmetric Hessian whose eigenvalues have absolute value at least `m > 0`, the bound of
`energy_error_le` is attained at some geometry other than `x₀` if and only if `m` or `-m` is an
eigenvalue of the Hessian. -/
theorem exists_energy_error_eq_iff (E₀ : ℝ) (x₀ : V) {H : V →ₗ[ℝ] V} (hH : H.IsSymmetric)
    {m : ℝ} (hm : 0 < m) (hgap : SpectralGap H m) :
    (∃ x, x ≠ x₀ ∧
      |energy E₀ x₀ H x - E₀| = ‖gradient (energy E₀ x₀ H) x‖ ^ 2 / (2 * m)) ↔
      HasEigenvalue H m ∨ HasEigenvalue H (-m) := by
  constructor
  · rintro ⟨x, hx, e⟩
    refine ((energy_error_eq_iff E₀ x₀ hH hm hgap x).1 e).imp ?_ ?_ <;>
      exact fun h => hasEigenvalue_of_hasEigenvector
        (hasEigenvector_iff.2 ⟨mem_eigenspace_iff.2 h, sub_ne_zero.2 hx⟩)
  · intro h
    obtain ⟨v, hv0, hv⟩ : ∃ v : V, v ≠ 0 ∧ (H v = m • v ∨ H v = (-m) • v) := by
      rcases h with h | h
      · obtain ⟨v, hv⟩ := h.exists_hasEigenvector
        exact ⟨v, (hasEigenvector_iff.1 hv).2, Or.inl hv.apply_eq_smul⟩
      · obtain ⟨v, hv⟩ := h.exists_hasEigenvector
        exact ⟨v, (hasEigenvector_iff.1 hv).2, Or.inr hv.apply_eq_smul⟩
    refine ⟨x₀ + v, by simpa using hv0, (energy_error_eq_iff E₀ x₀ hH hm hgap _).2 ?_⟩
    rwa [add_sub_cancel_left]

/-- For two quadratic models with symmetric Hessians whose eigenvalues have absolute value at least
`m₁ > 0` and `m₂ > 0`, evaluated at geometries with gradient norms at most `f₁` and `f₂`, the second
model energy minus the first differs from `E₂ - E₁` by at most `f₁² / (2 m₁) + f₂² / (2 m₂)`. -/
theorem barrier_error_le (E₁ E₂ : ℝ) (x₁ x₂ : V) {H₁ H₂ : V →ₗ[ℝ] V}
    (hH₁ : H₁.IsSymmetric) (hH₂ : H₂.IsSymmetric) {m₁ m₂ f₁ f₂ : ℝ} (hm₁ : 0 < m₁)
    (hm₂ : 0 < m₂) (hg₁ : SpectralGap H₁ m₁) (hg₂ : SpectralGap H₂ m₂) (y₁ y₂ : V)
    (hf₁ : ‖gradient (energy E₁ x₁ H₁) y₁‖ ≤ f₁) (hf₂ : ‖gradient (energy E₂ x₂ H₂) y₂‖ ≤ f₂) :
    |(energy E₂ x₂ H₂ y₂ - energy E₁ x₁ H₁ y₁) - (E₂ - E₁)| ≤
      f₁ ^ 2 / (2 * m₁) + f₂ ^ 2 / (2 * m₂) := by
  have a₁ : |energy E₁ x₁ H₁ y₁ - E₁| ≤ f₁ ^ 2 / (2 * m₁) :=
    (energy_error_le E₁ x₁ hH₁ hm₁ hg₁ y₁).trans (by gcongr)
  have a₂ : |energy E₂ x₂ H₂ y₂ - E₂| ≤ f₂ ^ 2 / (2 * m₂) :=
    (energy_error_le E₂ x₂ hH₂ hm₂ hg₂ y₂).trans (by gcongr)
  rw [abs_le] at a₁ a₂ ⊢
  constructor <;> linarith [a₁.1, a₁.2, a₂.1, a₂.2]

/-- The Hessian `diag (-1, 2)` in two dimensions. -/
def saddleHessian : EuclideanSpace ℝ (Fin 2) →ₗ[ℝ] EuclideanSpace ℝ (Fin 2) where
  toFun v := !₂[-v 0, 2 * v 1]
  map_add' v w := by
    ext i
    fin_cases i <;> simp <;> ring
  map_smul' c v := by
    ext i
    fin_cases i <;> simp
    ring

/-- The Hessian `diag (-1, 2)` is symmetric, its eigenvalues have absolute value at least `1`,
and `-1` is one of them. -/
theorem saddleHessian_witness :
    saddleHessian.IsSymmetric ∧ SpectralGap saddleHessian 1 ∧
      HasEigenvalue saddleHessian (-1) := by
  refine ⟨fun x y => ?_, fun μ hμ => ?_, ?_⟩
  · simp [saddleHessian, PiLp.inner_apply, Fin.sum_univ_two]
    ring
  · obtain ⟨v, hv⟩ := hμ.exists_hasEigenvector
    have h := hv.apply_eq_smul
    have h0 : -v 0 = μ * v 0 := by
      simpa [saddleHessian] using congrArg (fun w : EuclideanSpace ℝ (Fin 2) => w 0) h
    have h1 : 2 * v 1 = μ * v 1 := by
      simpa [saddleHessian] using congrArg (fun w : EuclideanSpace ℝ (Fin 2) => w 1) h
    by_cases a : v 0 = 0
    · have b : v 1 ≠ 0 := fun b => (hasEigenvector_iff.1 hv).2 (by
        ext i
        fin_cases i
        · simpa using a
        · simpa using b)
      rw [← mul_right_cancel₀ b h1]
      norm_num
    · have c : (-1 : ℝ) = μ := mul_right_cancel₀ a (by linarith)
      rw [← c]
      norm_num
  · refine hasEigenvalue_of_hasEigenvector (x := !₂[1, 0])
      (hasEigenvector_iff.2 ⟨mem_eigenspace_iff.2 ?_, fun h => ?_⟩)
    · ext i
      fin_cases i <;> simp [saddleHessian]
    · simpa using congrArg (fun w : EuclideanSpace ℝ (Fin 2) => w 0) h

end

end ResidualForceError
```
```lean
#print axioms ResidualForceError.displacement_le
-- 'ResidualForceError.displacement_le' depends on axioms: [propext, Classical.choice, Quot.sound]
#print axioms ResidualForceError.energy_error_le
-- 'ResidualForceError.energy_error_le' depends on axioms: [propext, Classical.choice, Quot.sound]
#print axioms ResidualForceError.exists_energy_error_eq_iff
-- 'ResidualForceError.exists_energy_error_eq_iff' depends on axioms: [propext, Classical.choice, Quot.sound]
#print axioms ResidualForceError.barrier_error_le
-- 'ResidualForceError.barrier_error_le' depends on axioms: [propext, Classical.choice, Quot.sound]
```

## From the derivation to the tactics

`abs_energy_sub` is the identity |E(x) − E₀| = ½|⟨y, Hy⟩|. `hasGradientAt_energy` builds the derivative from those of x ↦ x − x₀ (`h1`) and x ↦ H(x − x₀) (`h2`); `h1.inner ℝ h2` is the product rule, and `key` is the merging of the two terms by symmetry. Each of the three following theorems on a single geometry opens by rewriting the gradient as `H (x - x₀)` and clearing the denominator.

`displacement_le` is then `mul_norm_le_norm_apply` itself. In `energy_error_le`, `generalize x - x₀ = y` introduces the displacement, `h1` is Cauchy–Schwarz multiplied by m, `h2` is m‖y‖ ≤ ‖Hy‖ multiplied by ‖Hy‖, and `nlinarith` chains them.

In `energy_error_eq_iff`, `hsq` is (m‖y‖)² ≤ ‖Hy‖², `expand` is the expansion of ‖Hy − ty‖² for arbitrary t, and `zero` turns a non-positive squared norm into Hy = ty. The split `le_total 0 ⟪y, H y⟫_ℝ` chooses the sign of t. The converse is `aux`, the direct computation for |t| = m. `exists_energy_error_eq_iff` translates this: a nonzero y with Hy = ±my is an eigenvector, and an eigenvector v supplies the geometry `x₀ + v`. `barrier_error_le` applies the energy bound twice, replaces gradient norms by fₖ with `gcongr`, opens the absolute values into two-sided inequalities and adds them with `linarith`.

For `saddleHessian`, with components v₀ and v₁, an eigenvector satisfies −v₀ = μv₀ and 2v₁ = μv₁. If v₀ = 0 then v₁ ≠ 0 and μ = 2; otherwise μ = −1. The unit vector `!₂[1, 0]` is the eigenvector for −1. A displacement s along it lowers the energy by s²/2 and has gradient norm |s|, which meets the bound with m = 1.

## The normal-mode basis in Mathlib

The gap hypothesis speaks only of eigenvalues, while the bound concerns every displacement. The step from one to the other is made once, in `mul_norm_le_norm_apply`, through Mathlib's finite-dimensional spectral theorem. For symmetric H, `hH.eigenvectorBasis` takes a proof that the dimension of `V` equals a number n and returns an `OrthonormalBasis` indexed by `Fin n`; passing `rfl` sets n to `Module.finrank ℝ V`. Two companion lemmas describe it: `hH.apply_eigenvectorBasis` gives H bᵢ = μᵢ bᵢ, and `hH.hasEigenvalue_eigenvalues` certifies each μᵢ as an eigenvalue in the sense of `HasEigenvalue`, the form that `hgap` accepts.

The opening `obtain` keeps from all this only a basis `b` and the property `hb`, that each bᵢ has some μ with `H (b i) = μ • b i ∧ m ≤ |μ|`. `parseval` follows from the completeness relation `b.sum_inner_mul_inner z z`, namely Σᵢ ⟨z, bᵢ⟩⟨bᵢ, z⟩ = ⟨z, z⟩. `Finset.sum_le_sum` reduces the comparison to a single mode, where `← hH (b i) y` moves H from y onto bᵢ and the goal becomes m²cᵢ² ≤ μᵢ²cᵢ². The later proofs use only the resulting inequality m‖y‖ ≤ ‖Hy‖ and never see the basis.
